# An orthogonal U minimises ‖AU − B‖ exactly when UᵀAᵀB is symmetric and positive semidefinite

The minimisation here runs over all orthogonal matrices, reflections included, and not only over proper rotations. The choice matters: rotations give the symmetry of UᵀAᵀB, and reflections give its positivity.

Let A and B be real n×k matrices, U a real k×k matrix, and M = UᵀAᵀB. With ‖X‖ the Frobenius norm, U minimises ‖AU − B‖ over the orthogonal matrices if and only if

UᵀU = 1, Mᵀ = M, and xᵀMx ≥ 0 for every real vector x.

## Checking an orbital alignment

An electronic-structure code may align the orbitals A from one SCF step with reference orbitals B from another. For real coefficients in a common orthonormal basis, the check UᵀU = 1 together with the conditions on M tests whether a computed U is optimal, without a search over other matrices.

## From the misfit to the conditions on M

Since ‖X‖² = tr(XᵀX),

‖AU − B‖² = tr(UᵀAᵀAU) − tr(UᵀAᵀB) − tr(BᵀAU) + tr(BᵀB).

For orthogonal U the first term is tr(AᵀAUUᵀ) = ‖A‖². The two cross terms are traces of transposes of each other, hence equal. Therefore

‖AU − B‖² = ‖A‖² + ‖B‖² − 2 tr M.

Every orthogonal competitor V can be written as UQ, with Q = UᵀV orthogonal, and it replaces M by QᵀM. So U is a minimiser exactly when tr(QᵀM) ≤ tr M for every orthogonal Q.

**Symmetry.** For i ≠ j, let G be the Givens rotation with Gᵢᵢ = Gⱼⱼ = cos θ, Gⱼᵢ = sin θ, Gᵢⱼ = −sin θ, equal to the identity elsewhere. Then

tr(GᵀM) − tr M = (cos θ − 1)(Mᵢᵢ + Mⱼⱼ) + sin θ (Mⱼᵢ − Mᵢⱼ).

This is at most zero and vanishes at θ = 0, so its derivative there, Mⱼᵢ − Mᵢⱼ, is zero.

**Positivity.** For a unit vector v, let H = 1 − 2vvᵀ. It is symmetric, and H² = 1 − 4vvᵀ + 4vvᵀ = 1, so it is orthogonal. From

tr(HᵀM) = tr M − 2vᵀMv ≤ tr M

follows vᵀMv ≥ 0. A nonzero x is |x|v for some unit v, so xᵀMx = |x|²vᵀMv ≥ 0; x = 0 is immediate.

**Converse.** Let M be symmetric and positive semidefinite, Q orthogonal, and P = 1 − Q. The diagonal entries of PᵀMP are the quadratic form of M on the columns of P, so

0 ≤ tr(PᵀMP) = tr M − tr(MQ) − tr(QᵀM) + tr(QᵀMQ) = 2 tr M − 2 tr(QᵀM).

Here tr(MQ) = tr(QᵀM) by symmetry, and tr(QᵀMQ) = tr M by orthogonality.

## A swap of two orbitals

Take A with rows (1,0), (0,1), (0,0) and B with rows (0,2), (1,0), (1,1). The columns of B are neither normalised nor orthogonal to each other, so they are test vectors and not a set of orthonormal orbitals. Then ‖A‖² = 2, ‖B‖² = 7, and AᵀB has rows (0,2), (1,0). It is not symmetric, so U = 1 is not optimal; its squared misfit is 9. The swap matrix, with rows (0,1), (1,0), gives M = diag(1,2) and squared misfit 9 − 6 = 3, the minimum. The best proper rotation reaches only 7, with M = diag(−1,2): symmetric, but not positive.

## The Lean file

```lean
import Mathlib

open Matrix

namespace ProcrustesAlignment

noncomputable section

variable {n k : Type*} [Fintype n] [Fintype k] [DecidableEq k]

/-- A real square matrix `Q` is orthogonal when `Qᵀ Q = 1`. -/
def IsOrthogonalMatrix (Q : Matrix k k ℝ) : Prop := Qᵀ * Q = 1

/-- The Frobenius norm: the square root of the sum of the squared entries. -/
def frobNorm (X : Matrix n k ℝ) : ℝ := Real.sqrt (∑ i, ∑ j, X i j ^ 2)

/-- The misfit `‖A U - B‖` in the Frobenius norm, for any square matrix `U`. -/
def misfit (A B : Matrix n k ℝ) (U : Matrix k k ℝ) : ℝ := frobNorm (A * U - B)

/-- The matrix `Uᵀ Aᵀ B` of dot products of the columns of `A U` with the columns of `B`. -/
def alignedOverlap (A B : Matrix n k ℝ) (U : Matrix k k ℝ) : Matrix k k ℝ := Uᵀ * Aᵀ * B

/-- `U` is orthogonal and its misfit is at most that of every orthogonal matrix. -/
def IsProcrustesMinimiser (A B : Matrix n k ℝ) (U : Matrix k k ℝ) : Prop :=
  IsOrthogonalMatrix U ∧ ∀ V, IsOrthogonalMatrix V → misfit A B U ≤ misfit A B V

/-- The `i`-th Cartesian basis vector. -/
def basisVec (i : k) : k → ℝ := fun x => if x = i then 1 else 0

/-- The matrix `1 - 2 v vᵀ`, a Householder reflection when `v` is a unit vector. -/
def householder (v : k → ℝ) : Matrix k k ℝ := 1 - (2 : ℝ) • vecMulVec v v

/-- The following matrix, a Givens rotation by the angle `θ` when `i ≠ j`: `1 + (cos θ - 1)(eᵢeᵢᵀ +
eⱼeⱼᵀ) + sin θ (eⱼeᵢᵀ - eᵢeⱼᵀ)`. -/
def givens (i j : k) (θ : ℝ) : Matrix k k ℝ :=
  1 + (Real.cos θ - 1) • (vecMulVec (basisVec i) (basisVec i) + vecMulVec (basisVec j) (basisVec j))
    + Real.sin θ • (vecMulVec (basisVec j) (basisVec i) - vecMulVec (basisVec i) (basisVec j))

omit [DecidableEq k] in
/-- The product of two outer products: `(a bᵀ)(c dᵀ) = (b · c) a dᵀ`. -/
theorem outer_mul_outer (a b c d : k → ℝ) :
    vecMulVec a b * vecMulVec c d = (b ⬝ᵥ c) • vecMulVec a d := by
  ext i j
  simp only [Matrix.mul_apply, vecMulVec_apply, Matrix.smul_apply, smul_eq_mul, dotProduct,
    Finset.sum_mul]
  exact Finset.sum_congr rfl fun x _ => by ring

omit [DecidableEq k] in
/-- The trace against an outer product is a matrix element: `tr (a bᵀ M) = bᵀ M a`. -/
theorem trace_outer_mul (a b : k → ℝ) (M : Matrix k k ℝ) :
    trace (vecMulVec a b * M) = b ⬝ᵥ M *ᵥ a := by
  simp only [Matrix.trace, Matrix.diag_apply, Matrix.mul_apply, vecMulVec_apply, dotProduct,
    Matrix.mulVec, Finset.mul_sum]
  rw [Finset.sum_comm]
  exact Finset.sum_congr rfl fun x _ => Finset.sum_congr rfl fun y _ => by ring

omit [DecidableEq k] in
/-- The squared Frobenius norm of `X` is `tr (Xᵀ X)`. -/
theorem frobNorm_sq (X : Matrix n k ℝ) : frobNorm X ^ 2 = trace (Xᵀ * X) := by
  have h : 0 ≤ ∑ i, ∑ j, X i j ^ 2 :=
    Finset.sum_nonneg fun i _ => Finset.sum_nonneg fun j _ => sq_nonneg _
  rw [frobNorm, Real.sq_sqrt h, Finset.sum_comm]
  simp only [Matrix.trace, Matrix.diag_apply, Matrix.mul_apply, Matrix.transpose_apply, sq]

/-- For orthogonal `U` the squared misfit is `‖A‖² + ‖B‖² - 2 tr (Uᵀ Aᵀ B)`. -/
theorem misfit_sq (A B : Matrix n k ℝ) {U : Matrix k k ℝ} (hU : IsOrthogonalMatrix U) :
    misfit A B U ^ 2
      = frobNorm A ^ 2 + frobNorm B ^ 2 - 2 * trace (alignedOverlap A B U) := by
  have h1 : Uᵀ * U = 1 := hU
  have h2 : U * Uᵀ = 1 := mul_eq_one_comm.mp h1
  -- multiplication by the orthogonal `U` does not change the norm of `A`
  have e1 : trace ((A * U)ᵀ * (A * U)) = trace (Aᵀ * A) := by
    rw [Matrix.trace_mul_comm, Matrix.transpose_mul, Matrix.trace_mul_comm Aᵀ A]
    rw [Matrix.mul_assoc, ← Matrix.mul_assoc U, h2, Matrix.one_mul]
  -- the two cross terms are equal
  have e2 : trace (Bᵀ * (A * U)) = trace ((A * U)ᵀ * B) := by
    rw [← Matrix.trace_transpose (Bᵀ * (A * U)), Matrix.transpose_mul Bᵀ,
      Matrix.transpose_transpose]
  have e3 : trace ((A * U)ᵀ * B) = trace (alignedOverlap A B U) := by
    rw [alignedOverlap, Matrix.transpose_mul]
  simp only [misfit, frobNorm_sq, Matrix.transpose_sub, Matrix.sub_mul, Matrix.mul_sub,
    Matrix.trace_sub]
  linarith [e1, e2, e3]

/-- An orthogonal `U` minimises the misfit exactly when `tr (Qᵀ M) ≤ tr M` for every
orthogonal `Q`, where `M = Uᵀ Aᵀ B`. -/
theorem minimiser_iff_trace (A B : Matrix n k ℝ) {U : Matrix k k ℝ}
    (hU : IsOrthogonalMatrix U) :
    IsProcrustesMinimiser A B U ↔
      ∀ Q, IsOrthogonalMatrix Q →
        trace (Qᵀ * alignedOverlap A B U) ≤ trace (alignedOverlap A B U) := by
  have h1 : Uᵀ * U = 1 := hU
  have h2 : U * Uᵀ = 1 := mul_eq_one_comm.mp h1
  have hn : ∀ W : Matrix k k ℝ, 0 ≤ misfit A B W := fun W => Real.sqrt_nonneg _
  -- smaller misfit means larger overlap trace
  have key : ∀ V, IsOrthogonalMatrix V → (misfit A B U ≤ misfit A B V ↔
      trace (alignedOverlap A B V) ≤ trace (alignedOverlap A B U)) := by
    intro V hV
    have sU := misfit_sq A B hU
    have sV := misfit_sq A B hV
    constructor
    · intro h
      have hsq := pow_le_pow_left₀ (hn U) h 2
      linarith
    · intro h
      have hsq : misfit A B U ^ 2 ≤ misfit A B V ^ 2 := by linarith
      by_contra hc
      have hlt := sub_pos.mpr (not_le.mp hc)
      nlinarith [mul_pos hlt hlt, mul_nonneg hlt.le (hn V)]
  constructor
  · -- compare `U` with the competitor `U Q`
    intro h Q hQ
    have hUQ : IsOrthogonalMatrix (U * Q) := by
      show (U * Q)ᵀ * (U * Q) = 1
      rw [Matrix.transpose_mul, Matrix.mul_assoc, ← Matrix.mul_assoc Uᵀ, h1, Matrix.one_mul]
      exact hQ
    have e : alignedOverlap A B (U * Q) = Qᵀ * alignedOverlap A B U := by
      simp only [alignedOverlap, Matrix.transpose_mul, Matrix.mul_assoc]
    rw [← e]
    exact (key _ hUQ).mp (h.2 _ hUQ)
  · -- every competitor `V` arises from `Q = Uᵀ V`
    intro h
    refine ⟨hU, fun V hV => (key V hV).mpr ?_⟩
    have hQ : IsOrthogonalMatrix (Uᵀ * V) := by
      show (Uᵀ * V)ᵀ * (Uᵀ * V) = 1
      rw [Matrix.transpose_mul, Matrix.transpose_transpose, Matrix.mul_assoc,
        ← Matrix.mul_assoc U, h2, Matrix.one_mul]
      exact hV
    have e : (Uᵀ * V)ᵀ * alignedOverlap A B U = alignedOverlap A B V := by
      unfold alignedOverlap
      rw [Matrix.transpose_mul, Matrix.transpose_transpose]
      simp only [Matrix.mul_assoc]
      rw [← Matrix.mul_assoc U, h2, Matrix.one_mul]
    rw [← e]
    exact h _ hQ

/-- For a unit vector `v` the Householder matrix `H` is orthogonal and
`tr (Hᵀ M) = tr M - 2 vᵀ M v` for every `M`. -/
theorem householder_spec {v : k → ℝ} (hv : v ⬝ᵥ v = 1) :
    IsOrthogonalMatrix (householder v) ∧
      ∀ M : Matrix k k ℝ, trace ((householder v)ᵀ * M) = trace M - 2 * (v ⬝ᵥ M *ᵥ v) := by
  have hT : (vecMulVec v v)ᵀ = vecMulVec v v := by
    ext i j
    simp only [Matrix.transpose_apply, vecMulVec_apply]
    ring
  have ht : (householder v)ᵀ = householder v := by
    rw [householder, Matrix.transpose_sub, Matrix.transpose_smul, Matrix.transpose_one, hT]
  -- `v vᵀ` is a projector
  have hP : vecMulVec v v * vecMulVec v v = vecMulVec v v := by
    rw [outer_mul_outer, hv, one_smul]
  constructor
  · show (householder v)ᵀ * householder v = 1
    rw [ht]
    simp only [householder, Matrix.sub_mul, Matrix.mul_sub, Matrix.one_mul, Matrix.mul_one,
      Matrix.smul_mul, Matrix.mul_smul, hP]
    module
  · intro M
    rw [ht]
    simp only [householder, Matrix.sub_mul, Matrix.one_mul, Matrix.smul_mul, Matrix.trace_sub,
      Matrix.trace_smul, trace_outer_mul, smul_eq_mul]

/-- For `i ≠ j` the Givens matrix `G` is orthogonal and
`tr (Gᵀ M) = tr M + (cos θ - 1)(Mᵢᵢ + Mⱼⱼ) + sin θ (Mⱼᵢ - Mᵢⱼ)` for every `M`. -/
theorem givens_spec {i j : k} (hij : i ≠ j) (θ : ℝ) :
    IsOrthogonalMatrix (givens i j θ) ∧
      ∀ M : Matrix k k ℝ, trace ((givens i j θ)ᵀ * M)
        = trace M + (Real.cos θ - 1) * (M i i + M j j) + Real.sin θ * (M j i - M i j) := by
  have hT : ∀ a b : k → ℝ, (vecMulVec a b)ᵀ = vecMulVec b a := by
    intro a b
    ext x y
    simp only [Matrix.transpose_apply, vecMulVec_apply]
    ring
  have ht : (givens i j θ)ᵀ = 1 + (Real.cos θ - 1) •
      (vecMulVec (basisVec i) (basisVec i) + vecMulVec (basisVec j) (basisVec j))
      + Real.sin θ •
      (vecMulVec (basisVec i) (basisVec j) - vecMulVec (basisVec j) (basisVec i)) := by
    simp only [givens, Matrix.transpose_add, Matrix.transpose_sub, Matrix.transpose_smul,
      Matrix.transpose_one, hT]
  -- the two basis vectors are orthonormal
  have hd : ∀ (a : k) (w : k → ℝ), basisVec a ⬝ᵥ w = w a := by
    intro a w
    simp [dotProduct, basisVec]
  have hii : basisVec i ⬝ᵥ basisVec i = 1 := by
    rw [hd]
    simp [basisVec]
  have hjj : basisVec j ⬝ᵥ basisVec j = 1 := by
    rw [hd]
    simp [basisVec]
  have hij' : basisVec i ⬝ᵥ basisVec j = 0 := by
    rw [hd]
    simp [basisVec, hij]
  have hji' : basisVec j ⬝ᵥ basisVec i = 0 := by
    rw [hd]
    simp [basisVec, hij.symm]
  constructor
  · show (givens i j θ)ᵀ * givens i j θ = 1
    have h := Real.cos_sq_add_sin_sq θ
    rw [ht]
    simp only [givens, Matrix.add_mul, Matrix.mul_add, Matrix.sub_mul, Matrix.mul_sub,
      Matrix.smul_mul, Matrix.mul_smul, Matrix.one_mul, Matrix.mul_one, outer_mul_outer,
      hii, hjj, hij', hji', one_smul, zero_smul]
    match_scalars <;> first | ring1 | linear_combination h
  · intro M
    have hM : ∀ a b : k, basisVec a ⬝ᵥ M *ᵥ basisVec b = M a b := by
      intro a b
      rw [hd]
      simp [dotProduct, Matrix.mulVec, basisVec]
    rw [ht]
    simp only [Matrix.add_mul, Matrix.sub_mul, Matrix.smul_mul, Matrix.one_mul,
      Matrix.trace_add, Matrix.trace_sub, Matrix.trace_smul, trace_outer_mul, hM, smul_eq_mul]

/-- If `tr (Qᵀ M) ≤ tr M` for every orthogonal `Q`, then `M` is symmetric. -/
theorem isSymm_of_trace_max {M : Matrix k k ℝ}
    (h : ∀ Q, IsOrthogonalMatrix Q → trace (Qᵀ * M) ≤ trace M) : M.IsSymm := by
  show Mᵀ = M
  ext i j
  rw [Matrix.transpose_apply]
  by_cases hij : i = j
  · rw [hij]
  · -- the gain in trace along the Givens rotations is maximal at zero angle
    have hmax : IsLocalMax (fun θ : ℝ =>
        (Real.cos θ - 1) * (M i i + M j j) + Real.sin θ * (M j i - M i j)) 0 := by
      refine Filter.Eventually.of_forall fun θ => ?_
      have h1 := h _ (givens_spec hij θ).1
      rw [(givens_spec hij θ).2 M] at h1
      simp only [Real.cos_zero, Real.sin_zero]
      linarith
    -- so its derivative there, `M j i - M i j`, vanishes
    have hd := (((Real.hasDerivAt_cos 0).sub_const 1).mul_const (M i i + M j j)).fun_add
      ((Real.hasDerivAt_sin 0).mul_const (M j i - M i j))
    have h0 := hmax.hasDerivAt_eq_zero hd
    simp only [Real.sin_zero, Real.cos_zero] at h0
    linarith

/-- If `tr (Qᵀ M) ≤ tr M` for every orthogonal `Q`, then `xᵀ M x ≥ 0` for every vector `x`. -/
theorem quadForm_nonneg_of_trace_max {M : Matrix k k ℝ}
    (h : ∀ Q, IsOrthogonalMatrix Q → trace (Qᵀ * M) ≤ trace M) (x : k → ℝ) :
    0 ≤ x ⬝ᵥ M *ᵥ x := by
  have h0 : 0 ≤ x ⬝ᵥ x := Finset.sum_nonneg fun i _ => mul_self_nonneg (x i)
  rcases h0.eq_or_lt with hz | hpos
  · have hx : x = 0 := dotProduct_self_eq_zero.mp hz.symm
    rw [hx]
    simp
  · -- normalise `x` and reflect along it
    obtain ⟨r, hr, hrr⟩ : ∃ r : ℝ, 0 < r ∧ r * r = x ⬝ᵥ x :=
      ⟨Real.sqrt (x ⬝ᵥ x), Real.sqrt_pos.mpr hpos, Real.mul_self_sqrt hpos.le⟩
    have hr0 : r ≠ 0 := hr.ne'
    have hri : 0 < r⁻¹ := inv_pos.mpr hr
    have hv : (r⁻¹ • x) ⬝ᵥ (r⁻¹ • x) = 1 := by
      rw [smul_dotProduct, dotProduct_smul, ← hrr, smul_eq_mul, smul_eq_mul]
      field_simp
    have h1 := h _ (householder_spec hv).1
    rw [(householder_spec hv).2 M, Matrix.mulVec_smul, smul_dotProduct, dotProduct_smul,
      smul_eq_mul, smul_eq_mul] at h1
    by_contra hc
    have h2 := mul_neg_of_pos_of_neg hri (mul_neg_of_pos_of_neg hri (not_le.mp hc))
    linarith

/-- If `M` is symmetric and positive semidefinite, then `tr (Qᵀ M) ≤ tr M` for every
orthogonal `Q`. -/
theorem trace_le_of_symm_psd {M : Matrix k k ℝ} (hM : M.IsSymm)
    (hpos : ∀ x : k → ℝ, 0 ≤ x ⬝ᵥ M *ᵥ x) (Q : Matrix k k ℝ) (hQ : IsOrthogonalMatrix Q) :
    trace (Qᵀ * M) ≤ trace M := by
  have hs : Mᵀ = M := hM
  have hQ1 : Qᵀ * Q = 1 := hQ
  have hQ2 : Q * Qᵀ = 1 := mul_eq_one_comm.mp hQ1
  -- each diagonal entry of `Pᵀ M P` is the quadratic form on a column of `P`
  have hdiag : ∀ P : Matrix k k ℝ, 0 ≤ trace (Pᵀ * M * P) := by
    intro P
    show 0 ≤ ∑ i, (Pᵀ * M * P) i i
    refine Finset.sum_nonneg fun i _ => ?_
    have e : (Pᵀ * M * P) i i = (fun a => P a i) ⬝ᵥ M *ᵥ (fun a => P a i) := by
      rw [Matrix.mul_assoc]
      simp only [Matrix.mul_apply, Matrix.transpose_apply, dotProduct, Matrix.mulVec]
    rw [e]
    exact hpos _
  have e1 : trace (M * Q) = trace (Qᵀ * M) := by
    rw [← Matrix.trace_transpose (M * Q), Matrix.transpose_mul, hs]
  have e2 : trace (Qᵀ * M * Q) = trace M := by
    rw [Matrix.trace_mul_comm, ← Matrix.mul_assoc, hQ2, Matrix.one_mul]
  -- take `P = 1 - Q`
  have h := hdiag (1 - Q)
  simp only [Matrix.transpose_sub, Matrix.transpose_one, Matrix.sub_mul, Matrix.mul_sub,
    Matrix.one_mul, Matrix.mul_one, Matrix.trace_sub] at h
  linarith

/-- `U` minimises `‖A U - B‖` over the orthogonal matrices if and only if `U` is orthogonal
and `Uᵀ Aᵀ B` is symmetric and positive semidefinite. -/
theorem procrustes_minimiser_iff (A B : Matrix n k ℝ) (U : Matrix k k ℝ) :
    IsProcrustesMinimiser A B U ↔
      IsOrthogonalMatrix U ∧ (alignedOverlap A B U).IsSymm ∧
        ∀ x : k → ℝ, 0 ≤ x ⬝ᵥ alignedOverlap A B U *ᵥ x := by
  constructor
  · intro h
    have ht := (minimiser_iff_trace A B h.1).mp h
    exact ⟨h.1, isSymm_of_trace_max ht, quadForm_nonneg_of_trace_max ht⟩
  · rintro ⟨hU, hs, hp⟩
    exact (minimiser_iff_trace A B hU).mpr (trace_le_of_symm_psd hs hp)

/-- Two orbitals in a basis of three functions, equal to the first two basis functions. -/
def exampleA : Matrix (Fin 3) (Fin 2) ℝ := !![1, 0; 0, 1; 0, 0]

/-- Two reference vectors with coefficients `(0, 1, 1)` and `(2, 0, 1)`. -/
def exampleB : Matrix (Fin 3) (Fin 2) ℝ := !![0, 2; 1, 0; 1, 1]

/-- The matrix that swaps two orbitals. -/
def swapMatrix : Matrix (Fin 2) (Fin 2) ℝ := !![0, 1; 1, 0]

/-- For `exampleA` and `exampleB` the swap matrix minimises the misfit and the identity
matrix does not. -/
theorem procrustes_witness :
    IsProcrustesMinimiser exampleA exampleB swapMatrix ∧
      ¬ IsProcrustesMinimiser exampleA exampleB 1 := by
  constructor
  · have hM : alignedOverlap exampleA exampleB swapMatrix = !![1, 0; 0, 2] := by
      ext i j
      fin_cases i <;> fin_cases j <;>
        simp [alignedOverlap, exampleA, exampleB, swapMatrix, Matrix.mul_apply,
          Fin.sum_univ_succ]
    refine (procrustes_minimiser_iff _ _ _).mpr ⟨?_, ?_, ?_⟩
    · show swapMatrixᵀ * swapMatrix = 1
      ext i j
      fin_cases i <;> fin_cases j <;> simp [swapMatrix, Matrix.mul_apply, Fin.sum_univ_succ]
    · rw [hM]
      unfold Matrix.IsSymm
      ext i j
      fin_cases i <;> fin_cases j <;> simp
    · intro x
      have e : x ⬝ᵥ (!![1, 0; 0, 2] : Matrix (Fin 2) (Fin 2) ℝ) *ᵥ x
          = x 0 ^ 2 + 2 * x 1 ^ 2 := by
        simp only [dotProduct, Matrix.mulVec, Fin.sum_univ_two]
        simp
        ring
      rw [hM, e]
      positivity
  · -- without the swap the overlap matrix is not symmetric
    intro h
    have hs : (alignedOverlap exampleA exampleB 1)ᵀ = alignedOverlap exampleA exampleB 1 :=
      ((procrustes_minimiser_iff _ _ _).mp h).2.1
    have e01 : alignedOverlap exampleA exampleB 1 0 1 = 2 := by
      simp [alignedOverlap, exampleA, exampleB, Matrix.mul_apply, Fin.sum_univ_succ]
    have e10 : alignedOverlap exampleA exampleB 1 1 0 = 1 := by
      simp [alignedOverlap, exampleA, exampleB, Matrix.mul_apply, Fin.sum_univ_succ]
    have h01 : (alignedOverlap exampleA exampleB 1)ᵀ 0 1
        = alignedOverlap exampleA exampleB 1 0 1 := by
      rw [hs]
    rw [Matrix.transpose_apply, e10, e01] at h01
    norm_num at h01

end

end ProcrustesAlignment
```

```lean
#print axioms ProcrustesAlignment.procrustes_minimiser_iff
```

```
'ProcrustesAlignment.procrustes_minimiser_iff' depends on axioms: [propext, Classical.choice, Quot.sound]
```

## A test for U, not an algorithm

The main theorem is `procrustes_minimiser_iff`. The types `n` and `k` are arbitrary finite index sets, `alignedOverlap A B U` is M, and `IsProcrustesMinimiser` says that U is orthogonal and no orthogonal matrix has a smaller `misfit`. Positive semidefiniteness is stated as `IsSymm` together with the quadratic-form inequality. The columns of A and B need not be orthonormal.

`misfit_sq` expands the norm, and `minimiser_iff_trace` turns minimality into the trace inequality. `givens_spec` and `householder_spec` prove orthogonality and the trace formulas by outer-product algebra. `isSymm_of_trace_max` applies the zero-derivative rule at a local maximum, `quadForm_nonneg_of_trace_max` normalises x and reflects, and `trace_le_of_symm_psd` uses P = 1 − Q. `procrustes_witness` checks the swap and the identity in the example.

The theorem characterises solutions of the orthogonal Procrustes problem; it neither constructs one by singular value decomposition nor shows that one exists or is unique. It concerns exact real arithmetic, so a code must choose its own tolerances. Complex orbitals and a non-orthogonal basis metric are not treated.
